# The sharp uncertainty factor for extrapolating the imaginary part of a Green's function from one Matsubara frequency, for finite positive spectra of free total weight

Energies are measured from the Fermi level, with $\hbar=1$. A spectrum consists of finitely many real pole energies $e_j$ with real weights $a_j$. A pole at energy $e$, seen at the imaginary frequency $iy$, contributes the Lorentzian

$$\ell(e,y)=\frac{y}{e^2+y^2},\qquad g(y)=\sum_j a_j\,\ell(e_j,y),$$

and the weighted sum $g(y)$ is called the intensity. For $s>0$, $g(s)/\pi$ is the spectral density at the Fermi level, broadened by a Lorentzian of half-width $s$. In Lean these functions are `lorentzian e y` and `intensity a e y`, and the poles are labelled by a finite type `ι`.

```lean
import Mathlib

open Finset

namespace MatsubaraExtrapolation

noncomputable section

/-- The Lorentzian `y / (e² + y²)` of a pole at energy `e`, seen at the imaginary
frequency `iy`; its domain is `(e, y) ≠ (0, 0)`. -/
def lorentzian (e y : ℝ) : ℝ := y / (e ^ 2 + y ^ 2)

/-- The intensity `g(y) = ∑ a_j y / (e_j² + y²)` of a spectrum with poles `e_j` and
weights `a_j`, for `y ≠ 0`. -/
def intensity {ι : Type*} [Fintype ι] (a e : ι → ℝ) (y : ℝ) : ℝ :=
  ∑ j, a j * lorentzian (e j) y
```

Suppose that $g(y)=v$ is known and $g(s)$ is wanted. The set `attainable y s v` collects every value $w=g(s)$ produced by a spectrum with $g(y)=v$. The number of poles `n` is free, and so is the total weight, but each weight must be positive. Positivity is what a diagonal element of a fermionic Green's function provides, since its weights are squared amplitudes, multiplied at finite temperature by positive thermal factors. For a normalised orbital the total weight is also known to be 1; only (h) uses this. The known value is taken as exact. The real part of the Green's function and its values at other frequencies are not used. From (b) on, $s$ and $y$ may be any real numbers with $0<s<y$, Matsubara frequencies among them.

```lean
/-- The values `g(s)` of all finite spectra with positive weights that have `g(y) = v`,
for nonzero `y` and `s`. -/
def attainable (y s v : ℝ) : Set ℝ :=
  {w | ∃ (n : ℕ) (a e : Fin n → ℝ), (∀ j, 0 < a j) ∧
    intensity a e y = v ∧ intensity a e s = w}
```

## (a) From pole contributions to the intensity

Let $y\neq0$, and let the complex number $x_j$ be the contribution of pole $j$ to the Green's function at $iy$, so that $(iy-e_j)x_j=a_j$. Show that

$$-\operatorname{Im}\sum_j x_j=g(y).$$

**Solution.** Write $x_j=u_j+it_j$. The real and imaginary parts of the equation are

$$-e_ju_j-yt_j=a_j,\qquad yu_j-e_jt_j=0.$$

Multiply the first by $y$ and the second by $e_j$, then add. The terms in $u_j$ cancel, leaving $-(e_j^2+y^2)t_j=a_jy$. Dividing and summing over $j$ gives the claim.

In the code `hre` and `him` are the two real equations, and the final `linear_combination` uses the same multipliers. The signs of the weights play no role here.

```lean
/-- If `x_j` is the contribution of pole `j` to the Green's function at `iy`, `y ≠ 0`, that is
`(iy - e_j) x_j = a_j`, then minus the imaginary part of their sum is the intensity `g(y)`. -/
theorem neg_im_green {ι : Type*} [Fintype ι] (a e : ι → ℝ) {y : ℝ} (hy : y ≠ 0)
    (x : ι → ℂ) (hx : ∀ j, (Complex.I * (y : ℂ) - (e j : ℂ)) * x j = (a j : ℂ)) :
    -(∑ j, x j).im = intensity a e y := by
  rw [Complex.im_sum, ← Finset.sum_neg_distrib]
  unfold intensity lorentzian
  refine Finset.sum_congr rfl fun j _ => ?_
  have hre := congrArg Complex.re (hx j)
  have him := congrArg Complex.im (hx j)
  simp only [Complex.mul_re, Complex.mul_im, Complex.sub_re, Complex.sub_im, Complex.I_re,
    Complex.I_im, Complex.ofReal_re, Complex.ofReal_im] at hre him
  have hd : e j ^ 2 + y ^ 2 ≠ 0 := by positivity
  rw [← mul_div_assoc, eq_div_iff hd]
  linear_combination y * hre + e j * him
```

## (b) One Lorentzian at two frequencies

For $0<s<y$ and any real $e$, show that

$$\frac sy\,\ell(e,y)<\ell(e,s)\le\frac ys\,\ell(e,y).$$

**Solution.** The left side equals $s/(e^2+y^2)$, which is less than $s/(e^2+s^2)$ because the denominator is larger. For the right inequality, clear the positive denominators:

$$s^2(e^2+y^2)\le y^2(e^2+s^2)\iff 0\le e^2(y^2-s^2).$$

This holds, with equality exactly when $e=0$.

Lean compares the denominators with `div_lt_div_of_pos_left`. For the upper bound it cross-multiplies and passes the product $e^2(y^2-s^2)\ge0$ to `nlinarith`.

```lean
/-- For `0 < s < y`, the Lorentzian of a single pole at `s` is more than `s/y` times and at most
`y/s` times its value at `y`. -/
theorem lorentzian_bounds (e : ℝ) {s y : ℝ} (hs : 0 < s) (hsy : s < y) :
    s / y * lorentzian e y < lorentzian e s ∧
      lorentzian e s ≤ y / s * lorentzian e y := by
  have hy : 0 < y := hs.trans hsy
  have hsq : s ^ 2 < y ^ 2 := by nlinarith
  unfold lorentzian
  constructor
  · have h : s / y * (y / (e ^ 2 + y ^ 2)) = s / (e ^ 2 + y ^ 2) := by field_simp
    rw [h]
    exact div_lt_div_of_pos_left hs (by positivity) (by linarith)
  · rw [div_mul_div_comm, div_le_div_iff₀ (by positivity) (by positivity)]
    nlinarith [mul_nonneg (sq_nonneg e) (sub_nonneg.mpr hsq.le)]
```

## (c) Bounds for the whole spectrum

For nonnegative weights and $0<s<y$, show that

$$\frac sy\,g(y)\le g(s)\le\frac ys\,g(y).$$

**Solution.** Multiply both inequalities of (b), taken at $e=e_j$, by $a_j\ge0$ and sum over $j$. The constants $s/y$ and $y/s$ do not depend on $j$ and come out of the sums.

The code moves the constants inside with `Finset.mul_sum` and compares term by term with `Finset.sum_le_sum`. An empty spectrum is allowed and gives zero throughout.

```lean
/-- For nonnegative weights and `0 < s < y`, the intensity obeys
`(s/y) g(y) ≤ g(s) ≤ (y/s) g(y)`. -/
theorem intensity_bounds {ι : Type*} [Fintype ι] (a e : ι → ℝ) (ha : ∀ j, 0 ≤ a j)
    {s y : ℝ} (hs : 0 < s) (hsy : s < y) :
    s / y * intensity a e y ≤ intensity a e s ∧
      intensity a e s ≤ y / s * intensity a e y := by
  unfold intensity
  rw [Finset.mul_sum, Finset.mul_sum]
  constructor
  · refine Finset.sum_le_sum fun j _ => ?_
    rw [mul_left_comm]
    exact mul_le_mul_of_nonneg_left (lorentzian_bounds (e j) hs hsy).1.le (ha j)
  · refine Finset.sum_le_sum fun j _ => ?_
    rw [mul_left_comm]
    exact mul_le_mul_of_nonneg_left (lorentzian_bounds (e j) hs hsy).2 (ha j)
```

## (d) Strictness of the lower bound

Let there be at least one pole, let all weights be positive, and let $0<s<y$. Show that

$$\frac sy\,g(y)<g(s).$$

**Solution.** The lower inequality in (b) is strict for every pole and stays strict after multiplication by $a_j>0$. A nonempty finite sum of strict inequalities is strict.

The condition of at least one pole is the hypothesis `Nonempty ι`, used by `Finset.sum_lt_sum_of_nonempty`.

```lean
/-- For at least one pole, positive weights and `0 < s < y`, the lower bound is strict:
`(s/y) g(y) < g(s)`. -/
theorem intensity_lower_strict {ι : Type*} [Fintype ι] [Nonempty ι] (a e : ι → ℝ)
    (ha : ∀ j, 0 < a j) {s y : ℝ} (hs : 0 < s) (hsy : s < y) :
    s / y * intensity a e y < intensity a e s := by
  unfold intensity
  rw [Finset.mul_sum]
  refine Finset.sum_lt_sum_of_nonempty Finset.univ_nonempty fun j _ => ?_
  rw [mul_left_comm]
  exact mul_lt_mul_of_pos_left (lorentzian_bounds (e j) hs hsy).1 (ha j)
```

## (e) All values compatible with one measurement

Let $0<s<y$ and $g(y)=v>0$. Show that the set of possible values of $g(s)$ is exactly

$$\left(\frac sy\,v,\ \frac ys\,v\right].$$

**Solution.** A spectrum with $g(y)=v>0$ has at least one pole, so (c) and (d) place $g(s)$ in this interval.

Conversely, take $w$ in the interval and look for a single pole with squared energy $E$ and weight $a$. The condition $g(y)=v$ gives $a=v(E+y^2)/y$. Inserting this into $g(s)=w$ gives

$$sv(E+y^2)=wy(E+s^2),\qquad\text{so}\qquad E=\frac{sy\,(yv-ws)}{wy-sv}.$$

The denominator is positive because $w>(s/y)v$, and the numerator is nonnegative because $w\le(y/s)v$. Hence $E\ge0$, and the pole at $e=\sqrt E$ with weight $a>0$ produces both values.

The upper end belongs to a pole at the Fermi level, $E=0$. The lower end is excluded by (d); as $w$ approaches it, the energy and the weight of the single pole constructed here both grow without bound.

`Set.Ioc` is the interval open on the left and closed on the right. The first half of the proof separates the empty spectrum from the nonempty ones; the second obtains `E` with its defining equation `hE` and supplies the one-pole spectrum.

```lean
/-- For `0 < s < y` and a known value `g(y) = v > 0`, the possible values of `g(s)` are exactly
those in the half-open interval from `(s/y) v`, excluded, to `(y/s) v`, included. -/
theorem attainable_eq {s y v : ℝ} (hs : 0 < s) (hsy : s < y) (hv : 0 < v) :
    attainable y s v = Set.Ioc (s / y * v) (y / s * v) := by
  have hy : 0 < y := hs.trans hsy
  ext w
  constructor
  · rintro ⟨n, a, e, ha, h1, h2⟩
    rcases isEmpty_or_nonempty (Fin n) with hn | hn
    · have h0 : intensity a e y = 0 := by simp [intensity]
      linarith
    · rw [← h1, ← h2]
      exact ⟨intensity_lower_strict a e ha hs hsy,
        (intensity_bounds a e (fun j => (ha j).le) hs hsy).2⟩
  · rintro ⟨hl, hu⟩
    rw [div_mul_eq_mul_div, div_lt_iff₀ hy] at hl
    rw [div_mul_eq_mul_div, le_div_iff₀ hs] at hu
    have hd : 0 < w * y - s * v := by linarith
    -- the squared energy of the single pole that produces both values
    obtain ⟨E, hE0, hE⟩ : ∃ E : ℝ, 0 ≤ E ∧
        E * (w * y - s * v) = s * y * (y * v - w * s) :=
      ⟨s * y * (y * v - w * s) / (w * y - s * v),
        div_nonneg (mul_nonneg (by positivity) (by linarith)) hd.le,
        div_mul_cancel₀ _ hd.ne'⟩
    refine ⟨1, fun _ => v * (E + y ^ 2) / y, fun _ => √E, fun _ => by positivity, ?_, ?_⟩
    · simp only [intensity, lorentzian, Finset.univ_unique, Finset.sum_singleton,
        Real.sq_sqrt hE0]
      rw [div_mul_div_comm, div_eq_iff (by positivity)]
      ring
    · simp only [intensity, lorentzian, Finset.univ_unique, Finset.sum_singleton,
        Real.sq_sqrt hE0]
      rw [div_mul_div_comm, div_eq_iff (by positivity)]
      linear_combination (-1) * hE
```

## (f) The factor between two extrapolations

Under the same assumptions, let $K$ be real. Show that $w_1\le Kw_2$ holds for all possible values $w_1,w_2$ of $g(s)$ if and only if

$$K\ge\left(\frac ys\right)^2.$$

**Solution.** Put $w_-=(s/y)v$ and $w_+=(y/s)v$, so that $w_+=(y/s)^2w_-$. If $K\ge(y/s)^2$, then $w_1\le w_+=(y/s)^2w_-\le Kw_2$.

For the converse, $w_1=w_2=w_+$ gives $K\ge1$. Suppose $K<(y/s)^2$. Then $w_-<w_+/K$, and there is a $w$ strictly between them. Since $K\ge1$, we have $w\le Kw<w_+$, so $w$ is a possible value. But $w_+\le Kw$ should hold as well, a contradiction.

In the code, `hgap` is the gap between $w_-$ and $w_+/K$, and `exists_between` picks $w$.

For analytic continuation this means that one exact value $g(y)$ of a finite positive spectrum with free total weight leaves $g(s)$ uncertain by the factor $(y/s)^2$. As $s\to0$ at fixed $y$, the interval in (e) widens to all positive numbers.

```lean
/-- For `0 < s < y` and `g(y) = v > 0`, a factor `K` bounds every possible `g(s)` by `K` times
every other one exactly when `K ≥ (y/s)²`. -/
theorem uncertainty_factor {s y v : ℝ} (hs : 0 < s) (hsy : s < y) (hv : 0 < v) (K : ℝ) :
    (∀ w₁ ∈ attainable y s v, ∀ w₂ ∈ attainable y s v, w₁ ≤ K * w₂) ↔
      (y / s) ^ 2 ≤ K := by
  rw [attainable_eq hs hsy hv]
  have hy : 0 < y := hs.trans hsy
  have hr : s / y < y / s := by
    rw [div_lt_div_iff₀ hy hs]
    nlinarith
  have hlt : s / y * v < y / s * v := mul_lt_mul_of_pos_right hr hv
  have hU : 0 < y / s * v := by positivity
  have hL : 0 < s / y * v := by positivity
  have hUL : y / s * v = (y / s) ^ 2 * (s / y * v) := by field_simp
  constructor
  · intro h
    have hK : 1 ≤ K := by
      refine le_of_mul_le_mul_right ?_ hU
      rw [one_mul]
      exact h _ ⟨hlt, le_rfl⟩ _ ⟨hlt, le_rfl⟩
    have hK0 : 0 < K := by linarith
    by_contra hc
    -- a smaller factor fails for values close to the lower end
    have hgap : s / y * v < y / s * v / K := by
      rw [lt_div_iff₀ hK0, hUL, mul_comm]
      exact mul_lt_mul_of_pos_right (not_le.mp hc) hL
    obtain ⟨w, hw1, hw2⟩ := exists_between hgap
    rw [lt_div_iff₀ hK0, mul_comm] at hw2
    have hw3 : w ≤ K * w := le_mul_of_one_le_left (hL.trans hw1).le hK
    exact absurd (h _ ⟨hlt, le_rfl⟩ w ⟨hw1, hw3.trans hw2.le⟩) (not_le_of_gt hw2)
  · intro hK w₁ h₁ w₂ h₂
    calc w₁ ≤ y / s * v := h₁.2
      _ = (y / s) ^ 2 * (s / y * v) := hUL
      _ ≤ K * w₂ := mul_le_mul hK h₂.1.le hL.le (le_trans (by positivity) hK)
```

## (g) Optimality of both constants

Let $0<s<y$, and suppose that real constants $c$ and $C$ satisfy $c\,g(y)\le g(s)\le C\,g(y)$ for every finite spectrum with positive weights. Show that

$$c\le\frac sy\qquad\text{and}\qquad\frac ys\le C.$$

**Solution.** Apply (e) with $v=1$. Every $w$ with $s/y<w\le y/s$ is realised, so $c\le w\le C$. The choice $w=y/s$ gives the bound on $C$. If $c>s/y$, some $w$ lies strictly between $s/y$ and the smaller of $c$ and $y/s$. It is realised, yet $w<c$, a contradiction.

The intermediate claim $c\le w\le C$ is `key` in the code. The constants may depend on $s$ and $y$, but not on the spectrum.

```lean
/-- For `0 < s < y`, neither constant can be improved: if `c g(y) ≤ g(s) ≤ C g(y)` for all finite
spectra with positive weights, then `c ≤ s/y` and `y/s ≤ C`. -/
theorem constants_optimal {s y c C : ℝ} (hs : 0 < s) (hsy : s < y)
    (h : ∀ (n : ℕ) (a e : Fin n → ℝ), (∀ j, 0 < a j) →
      c * intensity a e y ≤ intensity a e s ∧ intensity a e s ≤ C * intensity a e y) :
    c ≤ s / y ∧ y / s ≤ C := by
  have hr : s / y < y / s := by
    rw [div_lt_div_iff₀ (hs.trans hsy) hs]
    nlinarith
  -- every ratio in the half-open interval is realised by some spectrum
  have key : ∀ w, s / y < w → w ≤ y / s → c ≤ w ∧ w ≤ C := by
    intro w h1 h2
    have hw : w ∈ attainable y s 1 := by
      rw [attainable_eq hs hsy one_pos, mul_one, mul_one]
      exact ⟨h1, h2⟩
    obtain ⟨n, a, e, ha, hy1, hs1⟩ := hw
    have hb := h n a e ha
    rw [hy1, hs1, mul_one, mul_one] at hb
    exact hb
  refine ⟨?_, (key _ hr le_rfl).2⟩
  by_contra hc
  obtain ⟨w, hw1, hw2⟩ := exists_between (lt_min (not_le.mp hc) hr)
  have h1 := (key w hw1 (hw2.le.trans (min_le_right _ _))).1
  exact absurd (hw2.trans_le (min_le_left _ _)) (not_lt_of_ge h1)
```

## (h) What the sum rule adds

Now let the positive weights satisfy $\sum_ja_j=1$, the normalisation that the anticommutator imposes for a normalised orbital. For a single pole, $y/g(y)-y^2$ is its squared energy; for several poles it serves as an effective one. For $0<s<y$, show that

$$\frac{s}{g(s)}-s^2\le\frac{y}{g(y)}-y^2.$$

**Solution.** Put $R=g(s)/s$, $Q=g(y)/y$, $D=y^2-s^2>0$ and $p_j=e_j^2+s^2$. Then $R=\sum_ja_j/p_j$ and $Q=\sum_ja_j/(p_j+D)$, both positive. The claim is $1/R+D\le1/Q$, or equivalently $Q(1+DR)\le R$. For each pole,

$$\frac{a_j}{p_j}+a_jDR^2-\frac{a_j(1+DR)^2}{p_j+D}=\frac{a_jD(1-p_jR)^2}{p_j(p_j+D)}\ge0.$$

This is the tangent-line inequality at $R$ for the concave function $u\mapsto u/(1+Du)$, with $u=1/p_j$. Summing with $\sum_ja_j=1$ gives

$$Q(1+DR)^2\le R+DR^2=R(1+DR),$$

and division by $1+DR>0$ finishes the argument.

In the code `hid` is the displayed identity, `hp` the inequality for each pole, `hS` their sum and `hQR` the result after division.

Solving the bound for $g(s)$ gives

$$g(s)\ge\frac{s\,g(y)}{y-(y^2-s^2)\,g(y)},$$

which is larger than the lower bound $(s/y)g(y)$ of (c). A single pole of weight 1 gives equality.

```lean
/-- For positive weights with the sum rule `∑ a_j = 1` and `0 < s < y`, the effective squared
pole energy `y/g(y) - y²` is at least as large at `y` as at `s`. -/
theorem sum_rule_bound {ι : Type*} [Fintype ι] (a e : ι → ℝ) (ha : ∀ j, 0 < a j)
    (hsum : ∑ j, a j = 1) {s y : ℝ} (hs : 0 < s) (hsy : s < y) :
    s / intensity a e s - s ^ 2 ≤ y / intensity a e y - y ^ 2 := by
  have hy : 0 < y := hs.trans hsy
  have hD : 0 < y ^ 2 - s ^ 2 := by nlinarith
  have hne : (Finset.univ : Finset ι).Nonempty := by
    rw [Finset.nonempty_iff_ne_empty]
    intro h0
    rw [h0, Finset.sum_empty] at hsum
    exact zero_ne_one hsum
  have hg : ∀ t : ℝ, intensity a e t = t * ∑ j, a j / (e j ^ 2 + t ^ 2) := by
    intro t
    unfold intensity lorentzian
    rw [Finset.mul_sum]
    exact Finset.sum_congr rfl fun j _ => by ring
  have hpos : ∀ t : ℝ, 0 < t → 0 < ∑ j, a j / (e j ^ 2 + t ^ 2) := fun t ht =>
    Finset.sum_pos (fun j _ => div_pos (ha j) (by positivity)) hne
  have hR := hpos s hs
  have hQ := hpos y hy
  rw [hg s, hg y]
  obtain ⟨R, hRdef⟩ : ∃ R, R = ∑ j, a j / (e j ^ 2 + s ^ 2) := ⟨_, rfl⟩
  obtain ⟨Q, hQdef⟩ : ∃ Q, Q = ∑ j, a j / (e j ^ 2 + y ^ 2) := ⟨_, rfl⟩
  rw [← hRdef] at hR ⊢
  rw [← hQdef] at hQ ⊢
  -- tangent-line inequality for each pole
  have hp : ∀ j, a j / (e j ^ 2 + y ^ 2) * (1 + (y ^ 2 - s ^ 2) * R) ^ 2 ≤
      a j / (e j ^ 2 + s ^ 2) + a j * ((y ^ 2 - s ^ 2) * R ^ 2) := by
    intro j
    have h1 : e j ^ 2 + s ^ 2 ≠ 0 := by positivity
    have h2 : e j ^ 2 + y ^ 2 ≠ 0 := by positivity
    have hid : a j / (e j ^ 2 + s ^ 2) + a j * ((y ^ 2 - s ^ 2) * R ^ 2) -
        a j / (e j ^ 2 + y ^ 2) * (1 + (y ^ 2 - s ^ 2) * R) ^ 2 =
        a j * (y ^ 2 - s ^ 2) * (1 - (e j ^ 2 + s ^ 2) * R) ^ 2 /
          ((e j ^ 2 + s ^ 2) * (e j ^ 2 + y ^ 2)) := by
      field_simp
      ring
    rw [← sub_nonneg, hid]
    exact div_nonneg (mul_nonneg (mul_nonneg (ha j).le hD.le) (sq_nonneg _)) (by positivity)
  have hS := Finset.sum_le_sum fun j (_ : j ∈ Finset.univ) => hp j
  rw [← Finset.sum_mul, Finset.sum_add_distrib, ← Finset.sum_mul, hsum, one_mul,
    ← hRdef, ← hQdef] at hS
  have hF : 0 < 1 + (y ^ 2 - s ^ 2) * R := by linarith [mul_pos hD hR]
  have hQR : Q * (1 + (y ^ 2 - s ^ 2) * R) ≤ R := by
    refine le_of_mul_le_mul_right ?_ hF
    linarith
  have hs1 : s / (s * R) = 1 / R := by field_simp
  have hy1 : y / (y * Q) = 1 / Q := by field_simp
  have hfin : 1 / R + (y ^ 2 - s ^ 2) ≤ 1 / Q := by
    have h3 : 1 / R + (y ^ 2 - s ^ 2) = (1 + (y ^ 2 - s ^ 2) * R) / R := by field_simp
    rw [h3, div_le_div_iff₀ hR hQ]
    linarith
  rw [hs1, hy1]
  linarith

end

end MatsubaraExtrapolation
```

```lean
#print axioms MatsubaraExtrapolation.neg_im_green
#print axioms MatsubaraExtrapolation.uncertainty_factor
#print axioms MatsubaraExtrapolation.constants_optimal
#print axioms MatsubaraExtrapolation.sum_rule_bound
```

```
'MatsubaraExtrapolation.neg_im_green' depends on axioms: [propext, Classical.choice, Quot.sound]
'MatsubaraExtrapolation.uncertainty_factor' depends on axioms: [propext, Classical.choice, Quot.sound]
'MatsubaraExtrapolation.constants_optimal' depends on axioms: [propext, Classical.choice, Quot.sound]
'MatsubaraExtrapolation.sum_rule_bound' depends on axioms: [propext, Classical.choice, Quot.sound]
```
